# Staggered mean-field instability of the half-filled Hubbard ring with 4n + 2 sites: the critical coupling tends to zero

Electrons hop around a half-filled ring with amplitude $t>0$ and repel each other with energy $U$ when two share a site. A self-consistent mean-field calculation can start from equal spin densities on every site. Does a small alternating spin density die out under iteration, or does it grow into an ordered state? How does the answer change with the size of the ring?

Let the ring have $N=4n+2$ sites, and let spin $\sigma=\pm1$ have density $\tfrac12+\sigma(-1)^i\delta$ on site $i$. Within this one-parameter family, an ordered solution $\delta>0$ exists exactly when $U>1/\chi_N$, where

$$\chi_N=\frac1N\sum_{j=0}^{N-1}\frac{1}{4t\,|\cos(2\pi j/N)|}.$$

The threshold $1/\chi_N$ is $12t/5$ for six sites and tends to zero as $n\to\infty$. In unrestricted Hartree–Fock calculations on such rings, it marks where staggered spin polarisation sets in; this says nothing about order in the exact ground state.

## Field, response and threshold

Every term of $\chi_N$ is finite. If $\cos(2\pi j/N)=0$, then $4j=(2k+1)(4n+2)$ for some integer $k$. The left side is divisible by 4, while the right side is twice an odd number.

Spin up feels the opposite spin's density, hence a potential $-\Delta(-1)^i$ with $\Delta=U\delta$, apart from a constant. It couples momentum $k$, of energy $\varepsilon=-2t\cos k$, to $k+\pi$, of energy $-\varepsilon$:

$$h=\begin{pmatrix}\varepsilon&-\Delta\\-\Delta&-\varepsilon\end{pmatrix},\qquad h^2=E^2 I,\qquad E=\sqrt{\varepsilon^2+\Delta^2}.$$

The energies are $\pm E$. At half filling the lower one is occupied in every block, and its projector is $P=(I-h/E)/2$, with off-diagonal element $\Delta/(2E)$. The new staggered density $\frac1N\sum_i(-1)^i\langle n_{i\uparrow}\rangle$ is the average of this element over all momenta:

$$F(\delta)=U\delta\,R(U\delta),\qquad R(\Delta)=\frac1N\sum_j\frac{1}{2\sqrt{\varepsilon_j^2+\Delta^2}}.$$

Here $\varepsilon_j=-2t\cos(2\pi j/N)$ is the energy of the allowed momentum $2\pi j/N$. Since $R$ is continuous and $R(0)=\chi_N$, the slope is $F'(0)=\lim_{\delta\to0}U R(U\delta)=U\chi_N$.

A solution $\delta>0$ requires $U R(U\delta)=1$. As $R\ge0$, this forces $U>0$. Then $R(U\delta)<R(0)$, so $U\chi_N>1$. Conversely, if $U\chi_N>1$, the continuous function $U R(U\delta)$ exceeds one at $\delta=0$, and at $\delta=1$ it is at most $U/(2U)=\tfrac12$. It therefore equals one at some $\delta>0$.

## From two sites to large rings

For $0\le i\le n$ take $j=n-i$. Then $2\pi j/N=\pi/2-\pi(2i+1)/N$, and

$$|\cos(2\pi j/N)|=\sin\frac{\pi(2i+1)}N\le\frac{\pi(2i+1)}N\le\frac{2\pi(i+1)}N.$$

Keeping only these terms gives

$$\chi_N\ge\frac1{8\pi t}\sum_{i=0}^{n}\frac1{i+1}\to\infty.$$

For $N=6$ the absolute cosines are $1,\frac12,\frac12,1,\frac12,\frac12$, so $\chi_6=10/(24t)=5/(12t)$.

The smallest case is $n=0$. Both momenta have $|\cos|=1$, so the threshold is $4t$. The two bonds of this "ring" join the same pair of sites, which makes it a dimer with hopping $2t$.

The sizes cannot be widened to all even $N$. For $N=4$, $j=1$ gives $\cos(\pi/2)=0$. With $U>0$, the two zero-energy momenta alone then return a density of $\frac14$ for every $\delta>0$, however small, and no finite $\chi_N$ exists.

## The mean-field model in Lean

The number `n` fixes the size $4n+2$, and `j` runs over `range (4 * n + 2)`, that is, from $0$ to $N-1$.

```lean
import Mathlib

open Finset Filter
open scoped Real Topology

namespace HalfFilledRingStability

noncomputable section

/-- Hopping energy of momentum `2πj/N` on the ring of `N = 4n + 2` sites. -/
def band (t : ℝ) (n j : ℕ) : ℝ := -2 * t * Real.cos (2 * π * j / (4 * n + 2))
```

The matrices $h$ and $P$ are written out explicitly, with indices 0 and 1 for $k$ and $k+\pi$.

```lean
/-- Mean-field Hamiltonian in the basis `k, k + π`, with band energies `ε, -ε` and
staggered field `Δ`. -/
def blockH (ε Δ : ℝ) : Matrix (Fin 2) (Fin 2) ℝ := !![ε, -Δ; -Δ, -ε]

/-- One-particle density matrix of the filled lower band, for `ε` and `Δ` not both zero. -/
def lowerProj (ε Δ : ℝ) : Matrix (Fin 2) (Fin 2) ℝ :=
  !![(1 - ε / √(ε ^ 2 + Δ ^ 2)) / 2, Δ / (2 * √(ε ^ 2 + Δ ^ 2));
     Δ / (2 * √(ε ^ 2 + Δ ^ 2)), (1 + ε / √(ε ^ 2 + Δ ^ 2)) / 2]
```

The next two definitions are $F$ and $R$. The passage from the Hubbard ring in site space to these momentum blocks, with the lower band filled, was made by hand above and enters Lean as a definition.

```lean
/-- One SCF step: the staggered density `δ` creates the field `U δ`, and the filled lower
band returns a new staggered density, the mean coherence between `k` and `k + π`.
The domain is `t ≠ 0`. -/
def scfMap (t U : ℝ) (n : ℕ) (δ : ℝ) : ℝ :=
  (∑ j ∈ range (4 * n + 2), lowerProj (band t n j) (U * δ) 0 1) / (4 * n + 2)

/-- Staggered density per unit of staggered field `Δ`, for `t ≠ 0`. -/
def response (t : ℝ) (n : ℕ) (Δ : ℝ) : ℝ :=
  (∑ j ∈ range (4 * n + 2), 1 / (2 * √(band t n j ^ 2 + Δ ^ 2))) / (4 * n + 2)
```

`chi` measures the density $\delta$ of one spin per unit $\Delta$. A convention based on the site moment $n_\uparrow-n_\downarrow$, of size $2\delta$, would double it.

```lean
/-- Staggered susceptibility of the ring of `4n + 2` sites, for `t > 0`. -/
def chi (t : ℝ) (n : ℕ) : ℝ :=
  (∑ j ∈ range (4 * n + 2), 1 / (4 * t * |Real.cos (2 * π * j / (4 * n + 2))|)) / (4 * n + 2)

/-- The critical coupling, the inverse of the staggered susceptibility, for `t > 0`. -/
def criticalU (t : ℝ) (n : ℕ) : ℝ := 1 / chi t n
```

The parity argument becomes an integer equation, which `omega` refutes modulo 4.

```lean
/-- On a ring of `4n + 2` sites no allowed momentum lies at a zero of the cosine band. -/
theorem cos_ne_zero (n j : ℕ) : Real.cos (2 * π * j / (4 * n + 2)) ≠ 0 := by
  intro h
  obtain ⟨k, hk⟩ := Real.cos_eq_zero_iff.1 h
  have hN : (4 * n + 2 : ℝ) ≠ 0 := by positivity
  rw [div_eq_div_iff hN two_ne_zero] at hk
  have h2 : (4 * j : ℝ) = (2 * k + 1) * (4 * n + 2) :=
    mul_left_cancel₀ Real.pi_ne_zero (by linear_combination hk)
  have h3 : (4 * j : ℤ) = (2 * k + 1) * (4 * n + 2) := by exact_mod_cast h2
  -- the two sides differ modulo 4
  have h4 : (4 * j : ℤ) = 8 * (k * n) + 4 * k + 4 * n + 2 := by linear_combination h3
  generalize k * (n : ℤ) = m at h4
  omega
```

The following theorem confirms that `lowerProj` is idempotent, has trace one and belongs to energy $-E$. Its proof compares matrix entries, using $E^2=\varepsilon^2+\Delta^2$.

```lean
/-- If `ε` and `Δ` are not both zero, `lowerProj` is a projector of trace one onto the
eigenspace of the block Hamiltonian with energy `-√(ε² + Δ²)`. -/
theorem lowerProj_spec (ε Δ : ℝ) (h : ε ^ 2 + Δ ^ 2 ≠ 0) :
    lowerProj ε Δ * lowerProj ε Δ = lowerProj ε Δ ∧
    blockH ε Δ * lowerProj ε Δ = (-√(ε ^ 2 + Δ ^ 2)) • lowerProj ε Δ ∧
    (lowerProj ε Δ).trace = 1 := by
  have hs : √(ε ^ 2 + Δ ^ 2) ^ 2 = ε ^ 2 + Δ ^ 2 := Real.sq_sqrt (by positivity)
  have p00 : lowerProj ε Δ 0 0 = (1 - ε / √(ε ^ 2 + Δ ^ 2)) / 2 := rfl
  have p01 : lowerProj ε Δ 0 1 = Δ / (2 * √(ε ^ 2 + Δ ^ 2)) := rfl
  have p10 : lowerProj ε Δ 1 0 = Δ / (2 * √(ε ^ 2 + Δ ^ 2)) := rfl
  have p11 : lowerProj ε Δ 1 1 = (1 + ε / √(ε ^ 2 + Δ ^ 2)) / 2 := rfl
  have b00 : blockH ε Δ 0 0 = ε := rfl
  have b01 : blockH ε Δ 0 1 = -Δ := rfl
  have b10 : blockH ε Δ 1 0 = -Δ := rfl
  have b11 : blockH ε Δ 1 1 = -ε := rfl
  have h0 : √(ε ^ 2 + Δ ^ 2) ≠ 0 := by
    intro h0
    rw [h0] at hs
    exact h (by linarith)
  generalize √(ε ^ 2 + Δ ^ 2) = E at *
  have hE : E * E⁻¹ = 1 := mul_inv_cancel₀ h0
  have hq : E⁻¹ * (ε ^ 2 + Δ ^ 2) = E := by
    rw [← hs, pow_two, ← mul_assoc, inv_mul_cancel₀ h0, one_mul]
  have hr : E⁻¹ * (E⁻¹ * (ε ^ 2 + Δ ^ 2)) = 1 := by rw [hq, inv_mul_cancel₀ h0]
  have mk : ∀ A B : Matrix (Fin 2) (Fin 2) ℝ, A 0 0 = B 0 0 → A 0 1 = B 0 1 →
      A 1 0 = B 1 0 → A 1 1 = B 1 1 → A = B := by
    intro A B h1 h2 h3 h4
    rw [Matrix.eta_fin_two A, Matrix.eta_fin_two B, h1, h2, h3, h4]
  refine ⟨mk _ _ ?_ ?_ ?_ ?_, mk _ _ ?_ ?_ ?_ ?_, ?_⟩ <;>
    simp only [Matrix.mul_apply, Matrix.smul_apply, smul_eq_mul, Fin.sum_univ_two,
      Matrix.trace_fin_two, p00, p01, p10, p11, b00, b01, b10, b11]
  · linear_combination (1 / 4) * hr
  · ring
  · ring
  · linear_combination (1 / 4) * hr
  · linear_combination (-ε / 2) * hE - (1 / 2) * hq
  · linear_combination (Δ / 2) * hE
  · linear_combination (Δ / 2) * hE
  · linear_combination (ε / 2) * hE - (1 / 2) * hq
  · ring
```

## Stability and order

First comes the factorisation $F(\delta)=U\delta\,R(U\delta)$, with the continuity of $R$ and its value at zero field. Continuity uses `cos_ne_zero` to keep the denominators away from zero.

```lean
/-- For `t > 0` the SCF step is field times response; the response is continuous in the
field and equals the staggered susceptibility at zero field. -/
theorem response_spec {t : ℝ} (ht : 0 < t) (n : ℕ) :
    (∀ U δ, scfMap t U n δ = U * δ * response t n (U * δ)) ∧
    Continuous (response t n) ∧ response t n 0 = chi t n := by
  refine ⟨fun U δ => ?_, ?_, ?_⟩
  · rw [scfMap, response, ← mul_div_assoc, mul_sum]
    congr 1
    refine sum_congr rfl fun j _ => ?_
    change U * δ / (2 * √(band t n j ^ 2 + (U * δ) ^ 2)) = _
    rw [mul_one_div]
  · unfold response
    refine Continuous.div_const (continuous_finsetSum _ fun j _ => ?_) _
    refine Continuous.div continuous_const (by fun_prop) fun Δ => ?_
    have hb : band t n j ≠ 0 := mul_ne_zero (by linarith) (cos_ne_zero n j)
    positivity
  · rw [response, chi]
    congr 1
    refine sum_congr rfl fun j _ => ?_
    rw [band]
    generalize Real.cos (2 * π * j / (4 * n + 2)) = c
    have h : (-2 * t * c) ^ 2 + 0 ^ 2 = (2 * t * |c|) ^ 2 := by
      rw [mul_pow (2 * t) |c|, sq_abs]
      ring
    rw [h, Real.sqrt_sq (by positivity)]
    congr 1
    ring

/-- The staggered susceptibility is positive for `t > 0`. -/
theorem chi_pos {t : ℝ} (ht : 0 < t) (n : ℕ) : 0 < chi t n := by
  refine div_pos (sum_pos (fun j _ => ?_) ⟨0, by simp⟩) (by positivity)
  have hc := abs_pos.2 (cos_ne_zero n j)
  exact one_div_pos.2 (mul_pos (by linarith) hc)
```

The derivative is obtained as the limit of $F(\delta)/\delta$. For $U\ge0$, a slope below one is the usual criterion for local convergence of the unmixed iteration; the theorem gives the slope, not the convergence of iterates.

```lean
/-- For `t > 0` the SCF map has slope `U chi` at the unpolarised solution, and this slope is
below one exactly when `U` is below the critical coupling. -/
theorem scf_linear_stability {t : ℝ} (ht : 0 < t) (U : ℝ) (n : ℕ) :
    HasDerivAt (scfMap t U n) (U * chi t n) 0 ∧ (U * chi t n < 1 ↔ U < criticalU t n) := by
  obtain ⟨hF, hc, h0⟩ := response_spec ht n
  refine ⟨?_, by rw [criticalU, lt_div_iff₀ (chi_pos ht n)]⟩
  rw [hasDerivAt_iff_tendsto_slope]
  have hg : Continuous fun x : ℝ => U * response t n (U * x) :=
    continuous_const.mul (hc.comp (continuous_const.mul continuous_id))
  have hl := (hg.tendsto 0).mono_left (nhdsWithin_le_nhds (s := {0}ᶜ))
  rw [mul_zero, h0] at hl
  refine hl.congr' ?_
  filter_upwards [self_mem_nhdsWithin] with x hx
  have hx' : x ≠ 0 := hx
  rw [slope_def_field, hF, hF, mul_zero, zero_mul, sub_zero, sub_zero, eq_div_iff hx']
  ring
```

The equivalence holds for every real `U`. Its first half compares the two responses term by term, and its second half applies the intermediate value theorem on $[0,1]$.

```lean
/-- For `t > 0` a self-consistent state with staggered density `δ > 0` exists exactly when
`U` exceeds the critical coupling. -/
theorem ordered_iff {t : ℝ} (ht : 0 < t) (U : ℝ) (n : ℕ) :
    (∃ δ > 0, scfMap t U n δ = δ) ↔ criticalU t n < U := by
  obtain ⟨hF, hc, h0⟩ := response_spec ht n
  have hχ := chi_pos ht n
  have hN : (0 : ℝ) < 4 * n + 2 := by positivity
  rw [criticalU, div_lt_iff₀ hχ]
  constructor
  · rintro ⟨δ, hδ, h⟩
    rw [hF] at h
    have h1 : U * response t n (U * δ) = 1 :=
      mul_right_cancel₀ hδ.ne' (by linear_combination h)
    have hK : 0 ≤ response t n (U * δ) := by
      unfold response
      positivity
    have hU : 0 < U := by
      by_contra hU
      nlinarith [mul_nonneg (neg_nonneg.2 (not_lt.1 hU)) hK]
    -- a nonzero field widens the gap and weakens the response
    have hlt : response t n (U * δ) < response t n 0 := by
      refine div_lt_div_of_pos_right (sum_lt_sum_of_nonempty ⟨0, by simp⟩ fun j _ => ?_) hN
      have hb : band t n j ≠ 0 := mul_ne_zero (by linarith) (cos_ne_zero n j)
      have hd : 0 < (U * δ) ^ 2 := pow_pos (mul_pos hU hδ) 2
      have h2 : 0 < √(band t n j ^ 2 + 0 ^ 2) := Real.sqrt_pos.2 (by positivity)
      have h3 : √(band t n j ^ 2 + 0 ^ 2) < √(band t n j ^ 2 + (U * δ) ^ 2) :=
        Real.sqrt_lt_sqrt (by positivity) (by linarith)
      exact one_div_lt_one_div_of_lt (by linarith) (by linarith)
    rw [h0] at hlt
    nlinarith [mul_pos hU (sub_pos.2 hlt)]
  · intro h
    have hU : 0 < U := by
      by_contra hU
      nlinarith [mul_nonneg (neg_nonneg.2 (not_lt.1 hU)) hχ.le]
    have hK : response t n U ≤ 1 / (2 * U) := by
      rw [response, div_le_iff₀ hN]
      calc _ ≤ ∑ _j ∈ range (4 * n + 2), 1 / (2 * U) := by
            refine sum_le_sum fun j _ => ?_
            have h2 : U ≤ √(band t n j ^ 2 + U ^ 2) :=
              (Real.le_sqrt' hU).2 (by linarith [sq_nonneg (band t n j)])
            exact one_div_le_one_div_of_le (by linarith) (by linarith)
        _ = _ := by
            rw [sum_const, card_range, nsmul_eq_mul]
            push_cast
            ring
    have h1 : U * response t n (U * 1) ≤ 1 := by
      rw [mul_one]
      rw [le_div_iff₀ (by linarith)] at hK
      linarith
    have h2 : 1 ≤ U * response t n (U * 0) := by
      rw [mul_zero, h0]
      exact h.le
    have hg : Continuous fun x : ℝ => U * response t n (U * x) :=
      continuous_const.mul (hc.comp (continuous_const.mul continuous_id))
    -- the gain falls from above one to below one, so it crosses one
    obtain ⟨δ, hδ, hgδ⟩ :=
      intermediate_value_Icc' (zero_le_one' ℝ) hg.continuousOn ⟨h1, h2⟩
    have h3 : U * response t n (U * δ) = 1 := hgδ
    refine ⟨δ, lt_of_le_of_ne hδ.1 ?_, ?_⟩
    · intro hz
      rw [← hz, mul_zero, h0] at h3
      linarith
    · rw [hF]
      linear_combination δ * h3
```

## Growing rings and the six-site value

In `chi_lower`, `key` is the estimate for one momentum, and `sum_range_reflect` reverses the order from $i$ to $j=n-i$.

```lean
/-- For `t > 0` the susceptibility is at least a harmonic sum over the momenta on one side
of a Fermi point, divided by `8πt`. -/
theorem chi_lower {t : ℝ} (ht : 0 < t) (n : ℕ) :
    1 / (8 * π * t) * ∑ i ∈ range (n + 1), 1 / ((i : ℝ) + 1) ≤ chi t n := by
  have hN : (0 : ℝ) < 4 * n + 2 := by positivity
  have hπ := Real.pi_pos
  obtain ⟨f, hf⟩ : ∃ f : ℕ → ℝ, ∀ j : ℕ,
      f j = 1 / (4 * t * |Real.cos (2 * π * j / (4 * n + 2))|) := ⟨_, fun _ => rfl⟩
  have hχ : chi t n = (∑ j ∈ range (4 * n + 2), f j) / (4 * n + 2) := by
    simp only [chi, hf]
  have key : ∀ i j : ℕ, i + j = n →
      (4 * n + 2) * (1 / (8 * π * t) * (1 / ((i : ℝ) + 1))) ≤ f j := by
    intro i j hij
    have hn : (n : ℝ) = i + j := by exact_mod_cast hij.symm
    have hc := abs_pos.2 (cos_ne_zero n j)
    -- measure the momentum from the Fermi point
    have hy : 2 * π * j / (4 * n + 2) = π / 2 - π * (2 * i + 1) / (4 * n + 2) := by
      rw [eq_sub_iff_add_eq, ← add_div, div_eq_iff hN.ne']
      linear_combination (-2 * π) * hn
    have hy0 : 0 ≤ π * (2 * i + 1) / (4 * n + 2) := by positivity
    have hy1 : π * (2 * i + 1) / (4 * n + 2) ≤ π := by
      rw [div_le_iff₀ hN]
      have hj : (0 : ℝ) ≤ j := Nat.cast_nonneg j
      have hi : (0 : ℝ) ≤ i := Nat.cast_nonneg i
      exact mul_le_mul_of_nonneg_left (by linarith) hπ.le
    have hle : |Real.cos (2 * π * j / (4 * n + 2))| ≤ π * (2 * i + 1) / (4 * n + 2) := by
      rw [hy, Real.cos_pi_div_two_sub,
        abs_of_nonneg (Real.sin_nonneg_of_nonneg_of_le_pi hy0 hy1)]
      exact Real.sin_le hy0
    rw [le_div_iff₀ hN] at hle
    have hi : (0 : ℝ) < (i : ℝ) + 1 := by positivity
    have hl : (4 * n + 2) * (1 / (8 * π * t) * (1 / ((i : ℝ) + 1)))
        = (4 * n + 2) / (8 * π * t * (i + 1)) := by
      rw [one_div_mul_one_div, mul_one_div]
    rw [hf, hl, div_le_div_iff₀ (by positivity) (mul_pos (by linarith) hc)]
    nlinarith [mul_le_mul_of_nonneg_left hle ht.le, mul_pos hπ ht]
  rw [hχ, le_div_iff₀ hN]
  calc _ = ∑ i ∈ range (n + 1), (4 * n + 2) * (1 / (8 * π * t) * (1 / ((i : ℝ) + 1))) := by
        rw [← mul_sum, ← mul_sum]
        ring
    _ ≤ ∑ i ∈ range (n + 1), f (n + 1 - 1 - i) := by
        refine sum_le_sum fun i hi => key i _ ?_
        have := mem_range.1 hi
        omega
    _ = ∑ j ∈ range (n + 1), f j := sum_range_reflect f (n + 1)
    _ ≤ _ := by
        refine sum_le_sum_of_subset_of_nonneg (fun j hj => ?_) fun j _ _ => ?_
        · have := mem_range.1 hj
          exact mem_range.2 (by omega)
        · rw [hf]
          positivity
```

Divergence of the harmonic sum gives both limits.

```lean
/-- For `t > 0`, as the ring grows through the sizes `4n + 2`, the staggered susceptibility
tends to infinity and the critical coupling tends to zero. -/
theorem tendsto_chi_and_criticalU {t : ℝ} (ht : 0 < t) :
    Tendsto (chi t) atTop atTop ∧ Tendsto (criticalU t) atTop (𝓝 0) := by
  have hp : 0 < 1 / (8 * π * t) := by positivity
  have h : Tendsto (chi t) atTop atTop :=
    tendsto_atTop_mono (chi_lower ht) (Tendsto.const_mul_atTop hp
      (Real.tendsto_sum_range_one_div_nat_succ_atTop.comp (tendsto_add_atTop_nat 1)))
  refine ⟨h, (tendsto_inv_atTop_zero.comp h).congr fun n => ?_⟩
  simp only [Function.comp_apply, criticalU, one_div]
```

Here `∀ᶠ n in atTop` means "for all sufficiently large $n$"; how large depends on $U$ and $t$.

```lean
/-- For `t > 0` and any fixed repulsion `U > 0`, all sufficiently large rings of `4n + 2`
sites have a self-consistent state with staggered density `δ > 0`. -/
theorem eventually_ordered {t U : ℝ} (ht : 0 < t) (hU : 0 < U) :
    ∀ᶠ n in atTop, ∃ δ > 0, scfMap t U n δ = δ :=
  ((tendsto_chi_and_criticalU ht).2.eventually_lt_const hU).mono
    fun n hn => (ordered_iff ht U n).2 hn
```

For six sites, `a0` to `a5` evaluate the absolute cosines, and the threshold follows from `ordered_iff`.

```lean
/-- For six sites and `t > 0` the critical coupling is `12t/5`, and a self-consistent state
with staggered density `δ > 0` exists exactly when `U` exceeds this value. -/
theorem six_sites {t : ℝ} (ht : 0 < t) :
    criticalU t 1 = 12 * t / 5 ∧
    ∀ U, (∃ δ > 0, scfMap t U 1 δ = δ) ↔ 12 * t / 5 < U := by
  have h3 : |Real.cos (π / 3)| = 1 / 2 := by
    rw [Real.cos_pi_div_three]
    exact abs_of_pos (by norm_num)
  have a0 : |Real.cos (2 * π * ((0 : ℕ) : ℝ) / (4 * ((1 : ℕ) : ℝ) + 2))| = 1 := by simp
  have a1 : |Real.cos (2 * π * ((1 : ℕ) : ℝ) / (4 * ((1 : ℕ) : ℝ) + 2))| = 1 / 2 := by
    rw [← h3]
    congr 2
    push_cast
    ring
  have a2 : |Real.cos (2 * π * ((2 : ℕ) : ℝ) / (4 * ((1 : ℕ) : ℝ) + 2))| = 1 / 2 := by
    rw [← h3, ← abs_neg (Real.cos (π / 3)), ← Real.cos_pi_sub]
    congr 2
    push_cast
    ring
  have a3 : |Real.cos (2 * π * ((3 : ℕ) : ℝ) / (4 * ((1 : ℕ) : ℝ) + 2))| = 1 := by
    have h : 2 * π * ((3 : ℕ) : ℝ) / (4 * ((1 : ℕ) : ℝ) + 2) = π := by
      push_cast
      ring
    rw [h, Real.cos_pi, abs_neg, abs_one]
  have a4 : |Real.cos (2 * π * ((4 : ℕ) : ℝ) / (4 * ((1 : ℕ) : ℝ) + 2))| = 1 / 2 := by
    rw [← h3, ← abs_neg (Real.cos (π / 3)), ← Real.cos_add_pi]
    congr 2
    push_cast
    ring
  have a5 : |Real.cos (2 * π * ((5 : ℕ) : ℝ) / (4 * ((1 : ℕ) : ℝ) + 2))| = 1 / 2 := by
    rw [← h3, ← Real.cos_two_pi_sub (π / 3)]
    congr 2
    push_cast
    ring
  have hχ : chi t 1 = 5 / (12 * t) := by
    rw [chi, show 4 * 1 + 2 = 6 from rfl]
    simp only [sum_range_succ, sum_range_zero, a0, a1, a2, a3, a4, a5]
    push_cast
    ring
  have hc : criticalU t 1 = 12 * t / 5 := by rw [criticalU, hχ, one_div_div]
  exact ⟨hc, fun U => by rw [ordered_iff ht, hc]⟩

end

end HalfFilledRingStability
```

```lean
#print axioms HalfFilledRingStability.scf_linear_stability
#print axioms HalfFilledRingStability.tendsto_chi_and_criticalU
#print axioms HalfFilledRingStability.eventually_ordered
#print axioms HalfFilledRingStability.six_sites
```

```
'HalfFilledRingStability.scf_linear_stability' depends on axioms: [propext, Classical.choice, Quot.sound]
'HalfFilledRingStability.tendsto_chi_and_criticalU' depends on axioms: [propext, Classical.choice, Quot.sound]
'HalfFilledRingStability.eventually_ordered' depends on axioms: [propext, Classical.choice, Quot.sound]
'HalfFilledRingStability.six_sites' depends on axioms: [propext, Classical.choice, Quot.sound]
```
